# A real-pole sum with positive semidefinite residues is the self-energy of a finite Hermitian bath

A system with $n$ orbitals is coupled to a finite, non-interacting bath. In an orthonormal basis of system and bath orbitals, the bath has a Hermitian matrix $D$, and the rectangular matrix $B$ couples it to the system. At non-real energy $z$, the bath acts on the system through

$$\Sigma(z)=B(z-D)^{-1}B^*,$$

where $B^*$ is the conjugate transpose, written `Bᴴ` in Lean. This is an embedding self-energy, often called a hybridisation function; it is not the self-energy of electron-electron interaction. A pole sum has real energies $d_k$ and $n\times n$ matrix residues $R_k$, for $k=1,\dots,m$.

## Positive residues and Hermitian baths

If every $R_k$ is positive semidefinite, there are a coupling $B$ and a Hermitian $D$ with

$$B(z-D)^{-1}B^*=\sum_k\frac{R_k}{z-d_k}\qquad\text{for every non-real } z.$$

Conversely, if the $d_k$ are distinct and some finite Hermitian bath reproduces the sum at all non-real $z$, every $R_k$ is positive semidefinite.

## From fitted poles to a bath Hamiltonian

Impurity and embedding codes that represent the surroundings by a finite non-interacting bath may fit a matrix-valued hybridisation function by poles and then need bath levels and couplings. Positive semidefinite residues suffice for this conversion, and the construction below carries it out. For distinct poles, a residue with a negative eigenvalue rules out an exact Hermitian bath.

## Factorising the residues and recovering them

Diagonalise $R_k=U\,\mathrm{diag}(r_l)\,U^*$ with $r_l\ge0$, and set $S_k=U\,\mathrm{diag}(\sqrt{r_l})$. Then $S_kS_k^*=R_k$. Label the bath levels by pairs $(k,l)$ with $l=1,\dots,n$, and choose

$$B_{i,(k,l)}=(S_k)_{il},\qquad D=\text{diagonal with entries } d_k.$$

$D$ is Hermitian because the $d_k$ are real, and $z-d_k\neq0$ because its imaginary part is that of $z$. Hence

$$\Sigma(z)_{ij}=\sum_k\sum_l\frac{(S_k)_{il}\overline{(S_k)_{jl}}}{z-d_k}=\sum_k\frac{(R_k)_{ij}}{z-d_k}.$$

For the converse, write a given bath as $D=U\,\mathrm{diag}(e_j)\,U^*$, with a new unitary $U$. Then $(z-D)^{-1}=U\,\mathrm{diag}\big((z-e_j)^{-1}\big)\,U^*$. With $b_j$ the $j$-th column of $BU$,

$$\Sigma(z)=\sum_j\frac{b_jb_j^*}{z-e_j},\qquad v^*b_jb_j^*v=|b_j^*v|^2\ge0.$$

Put $z=d_k+i\eta$, multiply by $i\eta$ and let $\eta\downarrow0$. A pole at $d_k$ keeps its full residue, since $i\eta/(i\eta)=1$; every other term tends to zero. For distinct $d_k$ the given sum therefore tends to $R_k$, and the bath sum tends to $\sum_{e_j=d_k}b_jb_j^*$. The limits agree, so $R_k$ is positive semidefinite.

In Lean, `residue_factor` supplies $S_k$, and `exists_bath` assembles the bath and compares matrix entries. `resolvent_spectral` proves that $z-D$ is invertible and diagonalises its inverse; `bath_poleSum` turns this into a pole sum with the positive semidefinite residues $b_jb_j^*$. `tendsto_residue` takes the limit term by term, and `residue_posSemidef` equates the two limits by uniqueness.

## The bath construction and its converse in Lean

```lean
import Mathlib

open Matrix Filter Topology
open scoped ComplexOrder

namespace SelfEnergyRealisation

noncomputable section

variable {n b κ : Type*} [Fintype b] [DecidableEq b] [Fintype κ]

/-- The resolvent `(z - H)⁻¹` of a matrix `H`, meant for `z` that are not eigenvalues of `H`. -/
def resolvent (H : Matrix b b ℂ) (z : ℂ) : Matrix b b ℂ := (z • (1 : Matrix b b ℂ) - H)⁻¹

/-- The self-energy `B (z - D)⁻¹ B*` of a bath `D` coupled to the system by `B`,
meant for `z` that are not eigenvalues of `D`. -/
def selfEnergy (B : Matrix n b ℂ) (D : Matrix b b ℂ) (z : ℂ) : Matrix n n ℂ :=
  B * resolvent D z * Bᴴ

/-- The pole sum `∑ R_k / (z - d_k)` with matrix residues, meant for `z` different from
all `d_k`. -/
def poleSum (R : κ → Matrix n n ℂ) (d : κ → ℝ) (z : ℂ) : Matrix n n ℂ :=
  ∑ k, (z - (d k : ℂ))⁻¹ • R k

/-- A non-real energy differs from every real one. -/
lemma sub_real_ne_zero {z : ℂ} (hz : z.im ≠ 0) (x : ℝ) : z - (x : ℂ) ≠ 0 := by
  intro h
  apply hz
  simpa using congrArg Complex.im h

/-- A Hermitian matrix is diagonalised by a unitary, with real eigenvalues that are
nonnegative if the matrix is positive semidefinite. -/
lemma exists_diagonalisation {D : Matrix b b ℂ} (hD : D.IsHermitian) :
    ∃ (U : Matrix b b ℂ) (e : b → ℝ), U * Uᴴ = 1 ∧
      D = U * diagonal (fun j => (e j : ℂ)) * Uᴴ ∧ (D.PosSemidef → ∀ j, 0 ≤ e j) := by
  refine ⟨hD.eigenvectorUnitary, hD.eigenvalues,
    Matrix.mem_unitaryGroup_iff.mp hD.eigenvectorUnitary.2, ?_,
    fun h j => h.eigenvalues_nonneg j⟩
  have h := hD.spectral_theorem
  rw [Unitary.conjStarAlgAut_apply] at h
  exact h

/-- A positive semidefinite residue factorises as `R = S S*`. -/
theorem residue_factor [Fintype n] [DecidableEq n] {R : Matrix n n ℂ} (hR : R.PosSemidef) :
    ∃ S : Matrix n n ℂ, R = S * Sᴴ := by
  obtain ⟨U, e, -, hS, he⟩ := exists_diagonalisation hR.isHermitian
  have hs : diagonal (fun j => ((Real.sqrt (e j) : ℝ) : ℂ)) *
      (diagonal (fun j => ((Real.sqrt (e j) : ℝ) : ℂ)))ᴴ = diagonal (fun j => (e j : ℂ)) := by
    rw [diagonal_conjTranspose, diagonal_mul_diagonal]
    congr 1
    funext j
    rw [Pi.star_apply, Complex.star_def, Complex.conj_ofReal, ← Complex.ofReal_mul,
      Real.mul_self_sqrt (he hR j)]
  refine ⟨U * diagonal (fun j => ((Real.sqrt (e j) : ℝ) : ℂ)), ?_⟩
  rw [conjTranspose_mul, Matrix.mul_assoc, ← Matrix.mul_assoc (diagonal _), hs,
    ← Matrix.mul_assoc]
  exact hS

/-- For a Hermitian matrix `D`, `z - D` is invertible at every non-real `z`, and one unitary
diagonalises the resolvent at all these energies. -/
theorem resolvent_spectral {D : Matrix b b ℂ} (hD : D.IsHermitian) :
    ∃ (U : Matrix b b ℂ) (e : b → ℝ), U * Uᴴ = 1 ∧ ∀ z : ℂ, z.im ≠ 0 →
      (z • (1 : Matrix b b ℂ) - D) * resolvent D z = 1 ∧
      resolvent D z = U * diagonal (fun j => (z - (e j : ℂ))⁻¹) * Uᴴ := by
  obtain ⟨U, e, hU, hS, -⟩ := exists_diagonalisation hD
  refine ⟨U, e, hU, fun z hz => ?_⟩
  have hU' : Uᴴ * U = 1 := mul_eq_one_comm.mp hU
  have hdiag : diagonal (fun j => z - (e j : ℂ)) =
      z • (1 : Matrix b b ℂ) - diagonal (fun j => (e j : ℂ)) := by
    ext i j
    by_cases h : i = j
    · subst h; simp
    · simp [h]
  have h1 : z • (1 : Matrix b b ℂ) - D = U * diagonal (fun j => z - (e j : ℂ)) * Uᴴ := by
    rw [hdiag, Matrix.mul_sub, Matrix.sub_mul, Matrix.mul_smul, Matrix.smul_mul,
      Matrix.mul_one, hU, ← hS]
  have h2 : diagonal (fun j => z - (e j : ℂ)) * diagonal (fun j => (z - (e j : ℂ))⁻¹) = 1 := by
    rw [diagonal_mul_diagonal, ← diagonal_one]
    congr 1
    funext j
    exact mul_inv_cancel₀ (sub_real_ne_zero hz (e j))
  have h3 : (z • (1 : Matrix b b ℂ) - D) *
      (U * diagonal (fun j => (z - (e j : ℂ))⁻¹) * Uᴴ) = 1 := by
    rw [h1]
    calc _ = U * diagonal (fun j => z - (e j : ℂ)) * (Uᴴ * U) *
          diagonal (fun j => (z - (e j : ℂ))⁻¹) * Uᴴ := by simp only [Matrix.mul_assoc]
      _ = 1 := by rw [hU', Matrix.mul_one, Matrix.mul_assoc U, h2, Matrix.mul_one, hU]
  have h4 : resolvent D z = _ := Matrix.inv_eq_right_inv h3
  exact ⟨by rw [h4]; exact h3, h4⟩

/-- Realisability: a pole sum with positive semidefinite residues and real poles is, at every
non-real energy, the self-energy of a finite Hermitian bath with `n` levels per pole. -/
theorem exists_bath [Fintype n] [DecidableEq n] [DecidableEq κ]
    {R : κ → Matrix n n ℂ} (hR : ∀ k, (R k).PosSemidef) (d : κ → ℝ) :
    ∃ (B : Matrix n (κ × n) ℂ) (D : Matrix (κ × n) (κ × n) ℂ), D.IsHermitian ∧
      ∀ z : ℂ, z.im ≠ 0 → selfEnergy B D z = poleSum R d z := by
  choose S hS using fun k => residue_factor (hR k)
  -- the factors side by side form the coupling; each pole energy is repeated `n` times
  refine ⟨Matrix.of fun i p => S p.1 i p.2, diagonal fun p => (d p.1 : ℂ), ?_, fun z hz => ?_⟩
  · rw [Matrix.IsHermitian, diagonal_conjTranspose]
    congr 1
    funext p
    exact Complex.conj_ofReal _
  · have hres : resolvent (diagonal fun p : κ × n => (d p.1 : ℂ)) z =
        diagonal fun p => (z - (d p.1 : ℂ))⁻¹ := by
      apply Matrix.inv_eq_right_inv
      ext p q
      by_cases h : p = q
      · subst h
        simp [Matrix.mul_diagonal, mul_inv_cancel₀ (sub_real_ne_zero hz (d p.1))]
      · simp [Matrix.mul_diagonal, h]
    ext i j
    rw [selfEnergy, hres, poleSum, Matrix.mul_apply, Matrix.sum_apply, Fintype.sum_prod_type]
    refine Finset.sum_congr rfl fun k _ => ?_
    rw [Matrix.smul_apply, hS k, Matrix.mul_apply, smul_eq_mul, Finset.mul_sum]
    refine Finset.sum_congr rfl fun l _ => ?_
    simp only [Matrix.mul_diagonal, conjTranspose_apply, Matrix.of_apply]
    ring

/-- The self-energy of any finite Hermitian bath is, at non-real energies, a pole sum with real
poles and positive semidefinite residues. -/
theorem bath_poleSum [Fintype n] (B : Matrix n b ℂ) {D : Matrix b b ℂ} (hD : D.IsHermitian) :
    ∃ (Q : b → Matrix n n ℂ) (e : b → ℝ), (∀ j, (Q j).PosSemidef) ∧
      ∀ z : ℂ, z.im ≠ 0 → selfEnergy B D z = poleSum Q e z := by
  obtain ⟨U, e, -, h⟩ := resolvent_spectral hD
  refine ⟨fun j => vecMulVec (fun i => (B * U) i j) (star fun i => (B * U) i j), e,
    fun j => posSemidef_vecMulVec_self_star _, fun z hz => ?_⟩
  have h1 : selfEnergy B D z =
      (B * U) * diagonal (fun j => (z - (e j : ℂ))⁻¹) * (B * U)ᴴ := by
    rw [selfEnergy, (h z hz).2, conjTranspose_mul]
    simp only [Matrix.mul_assoc]
  rw [h1, poleSum]
  ext i k
  rw [Matrix.mul_apply, Matrix.sum_apply]
  refine Finset.sum_congr rfl fun j _ => ?_
  simp only [Matrix.mul_diagonal, conjTranspose_apply, Matrix.smul_apply, vecMulVec_apply,
    Pi.star_apply, smul_eq_mul]
  ring

/-- As `η` decreases to zero, `iη` times the pole sum at `x + iη` tends to the total residue
at the real energy `x`. -/
theorem tendsto_residue (R : κ → Matrix n n ℂ) (d : κ → ℝ) (x : ℝ) :
    Tendsto (fun η : ℝ => ((η : ℂ) * Complex.I) • poleSum R d ((x : ℂ) + η * Complex.I))
      (𝓝[>] 0) (𝓝 (∑ k, if d k = x then R k else 0)) := by
  simp only [poleSum, Finset.smul_sum, smul_smul]
  refine tendsto_finsetSum _ fun k _ => ?_
  by_cases h : d k = x
  · -- a pole at `x` contributes its residue for every `η > 0`
    rw [if_pos h]
    refine tendsto_const_nhds.congr' ?_
    filter_upwards [self_mem_nhdsWithin] with η hη
    have hη' : (η : ℂ) * Complex.I ≠ 0 :=
      mul_ne_zero (Complex.ofReal_ne_zero.mpr (ne_of_gt hη)) Complex.I_ne_zero
    rw [h, add_sub_cancel_left, mul_inv_cancel₀ hη', one_smul]
  · -- every other pole is suppressed by the factor `iη`
    rw [if_neg h]
    have hne : (x : ℂ) + ((0 : ℝ) : ℂ) * Complex.I - (d k : ℂ) ≠ 0 := by
      rw [Complex.ofReal_zero, zero_mul, add_zero, sub_ne_zero]
      exact fun h' => h (Complex.ofReal_injective h').symm
    have hc : ContinuousAt (fun η : ℝ => ((η : ℂ) * Complex.I) *
        ((x : ℂ) + η * Complex.I - (d k : ℂ))⁻¹) 0 :=
      ContinuousAt.mul (by fun_prop) (ContinuousAt.inv₀ (by fun_prop) hne)
    have ht := (hc.tendsto.mono_left
      (nhdsWithin_le_nhds (s := Set.Ioi (0 : ℝ)))).smul_const (R k)
    simpa using ht

/-- If a pole sum with distinct real poles is the self-energy of some finite Hermitian bath at
all non-real energies, then each of its residues is positive semidefinite. -/
theorem residue_posSemidef [Fintype n]
    {R : κ → Matrix n n ℂ} {d : κ → ℝ} (hd : Function.Injective d)
    {B : Matrix n b ℂ} {D : Matrix b b ℂ} (hD : D.IsHermitian)
    (h : ∀ z : ℂ, z.im ≠ 0 → selfEnergy B D z = poleSum R d z) (k : κ) :
    (R k).PosSemidef := by
  obtain ⟨Q, e, hQ, hB⟩ := bath_poleSum B hD
  have h1 := tendsto_residue R d (d k)
  have h2 : Tendsto (fun η : ℝ => ((η : ℂ) * Complex.I) •
      poleSum R d ((d k : ℂ) + η * Complex.I)) (𝓝[>] 0)
      (𝓝 (∑ j, if e j = d k then Q j else 0)) := by
    refine (tendsto_residue Q e (d k)).congr' ?_
    filter_upwards [self_mem_nhdsWithin] with η hη
    have hz : ((d k : ℂ) + η * Complex.I).im ≠ 0 := by
      simpa using ne_of_gt hη
    rw [← hB _ hz, h _ hz]
  -- both limits are the residue at `d k`
  have h3 := tendsto_nhds_unique h1 h2
  have h4 : (∑ j, if d j = d k then R j else 0) = R k := by
    classical
    simp [hd.eq_iff]
  rw [← h4, h3]
  refine posSemidef_sum _ fun j _ => ?_
  split_ifs
  · exact hQ j
  · exact PosSemidef.zero

end

end SelfEnergyRealisation
```

```lean
#print axioms SelfEnergyRealisation.exists_bath
#print axioms SelfEnergyRealisation.bath_poleSum
#print axioms SelfEnergyRealisation.residue_posSemidef
```

```
'SelfEnergyRealisation.exists_bath' depends on axioms: [propext, Classical.choice, Quot.sound]
'SelfEnergyRealisation.bath_poleSum' depends on axioms: [propext, Classical.choice, Quot.sound]
'SelfEnergyRealisation.residue_posSemidef' depends on axioms: [propext, Classical.choice, Quot.sound]
```

## One bath for all non-real energies

The finite index types `n`, `b` and `κ` label system orbitals, bath levels and poles. In `exists_bath`, `B` and `D` are chosen before `z`, so one bath serves all non-real energies. Its index type `κ × n` gives $mn$ levels. The hypothesis `(R k).PosSemidef` includes Hermiticity, `d : κ → ℝ` makes the poles real, and `Function.Injective d` in the converse makes them distinct.

Without distinctness, individual residues can be negative. Take $n=1$, $d_1=d_2=0$, $R_1=2$ and $R_2=-1$: the sum is $1/z$, which the bath $B=1$, $D=0$ reproduces.

The bath could also be modelled with $\operatorname{rank}R_k$ levels for pole $k$, using rectangular factors $S_k$. That would omit the decoupled levels that arise from zero eigenvalues of $R_k$, but the number of levels would then depend on the pole.

The theorems concern exact equality, so they give no error bound for a fit or for replacing a continuous bath by finitely many poles. The pole sum has no energy-independent term. `selfEnergy` is a definition: the step to a physical system, eliminating the bath from the full Hamiltonian to obtain the system's Green's matrix, is left to the usual block-matrix argument.
